# Finite-dimensional Birman–Schwinger count of the levels that an attraction pulls below E

A: Take a Hermitian matrix H0, a real E with H0 − E positive definite, any k×n matrix B and a coupling g > 0. Put

S = H0 − E,  K = B S⁻¹ B*.

Then H0 − g B*B has exactly as many eigenvalues below E as K has above 1/g, with multiplicity.

Q: The name suggests Schrödinger operators. What does the code actually describe?

A: Finite complex matrices only, so continuum thresholds and infinitely many levels are not covered. `shifted` is S, `ham` is H0 − g B*B and `bsOp` is K. `expVal` is ⟨x, Ax⟩ and `sqNorm` is ‖x‖², so vectors need not be normalised.

In Lean 4 with Mathlib:

```lean
import Mathlib

open Matrix
open scoped ComplexOrder

noncomputable section

namespace BirmanSchwingerCount

variable {n k : Type*} [Fintype n] [DecidableEq n] [Fintype k]

/-- The operator `H - E`. -/
def shifted (H : Matrix n n ℂ) (E : ℝ) : Matrix n n ℂ := H - (E : ℂ) • 1

/-- The Hamiltonian `H0 - g B*B` with an attraction of strength `g`. -/
def ham (H0 : Matrix n n ℂ) (B : Matrix k n ℂ) (g : ℝ) : Matrix n n ℂ :=
  H0 - (g : ℂ) • (Bᴴ * B)

/-- The Birman-Schwinger operator `K = B (H0 - E)⁻¹ B*`, for `H0 - E` invertible. -/
def bsOp (H0 : Matrix n n ℂ) (B : Matrix k n ℂ) (E : ℝ) : Matrix k k ℂ :=
  B * (shifted H0 E)⁻¹ * Bᴴ

/-- The quadratic form `⟨x, A x⟩` (real part). -/
def expVal (A : Matrix n n ℂ) (x : n → ℂ) : ℝ := (star x ⬝ᵥ (A *ᵥ x)).re

/-- The squared norm `⟨x, x⟩`. -/
def sqNorm (x : n → ℂ) : ℝ := (star x ⬝ᵥ x).re
```

Q: And the physics of the hypotheses?

A: Positive definiteness of S puts E below every level of H0, so any level below E is due to the attraction. The form −g B*B with g > 0 means that the perturbation never raises an energy expectation value. For a site-diagonal well V ≤ 0, take B = √|V| and g = 1. Levels in a gap of H0 and perturbations of mixed sign are excluded.

Q: How is multiplicity counted?

A: Mathlib's `eigenvalues` lists one real number per index, with repetitions, and the theorem counts indices. It needs a proof of Hermiticity, supplied here for both matrices. The lemma `adj` moves a matrix across the inner product.

```lean
omit [Fintype n] [DecidableEq n] in
/-- The Hamiltonian `H0 - g B*B` is Hermitian. -/
theorem ham_herm {H0 : Matrix n n ℂ} (h : H0.IsHermitian) (B : Matrix k n ℂ) (g : ℝ) :
    (ham H0 B g).IsHermitian := by
  change (ham H0 B g)ᴴ = ham H0 B g
  simp [ham, conjTranspose_sub, conjTranspose_smul, conjTranspose_mul, h.eq]

omit [Fintype k] in
/-- The Birman-Schwinger operator is Hermitian. -/
theorem bsOp_herm {H0 : Matrix n n ℂ} (h : H0.IsHermitian) (B : Matrix k n ℂ) (E : ℝ) :
    (bsOp H0 B E).IsHermitian := by
  have hs : (shifted H0 E)ᴴ = shifted H0 E := by
    simp [shifted, conjTranspose_sub, conjTranspose_smul, h.eq]
  change (B * (shifted H0 E)⁻¹ * Bᴴ)ᴴ = B * (shifted H0 E)⁻¹ * Bᴴ
  rw [conjTranspose_mul, conjTranspose_mul, conjTranspose_conjTranspose,
    conjTranspose_nonsing_inv, hs, Matrix.mul_assoc]

omit [DecidableEq n] in
private lemma adj (M : Matrix k n ℂ) (x : k → ℂ) (y : n → ℂ) :
    star x ⬝ᵥ (M *ᵥ y) = star (Mᴴ *ᵥ x) ⬝ᵥ y := by
  rw [Matrix.star_mulVec, conjTranspose_conjTranspose, Matrix.dotProduct_mulVec]
```

Q: Could the count have been modelled differently?

A: Yes, as the largest dimension of a subspace on which ⟨x, (H − E)x⟩ < 0 for all non-zero x. Comparing two counts would then be shorter, but reading them as numbers of levels would need a separate spectral argument. Here that argument is `modes`: with a_i the eigenvalues of A and c_i the amplitudes of x in its eigenbasis,

⟨x, Ax⟩ − t‖x‖² = Σ_i (a_i − t)|c_i|².

```lean
private lemma modes {A : Matrix n n ℂ} (hA : A.IsHermitian) :
    ∃ U : Matrix n n ℂ, U * Uᴴ = 1 ∧ ∀ (x : n → ℂ) (t : ℝ), expVal A x - t * sqNorm x =
      ∑ i, (hA.eigenvalues i - t) * Complex.normSq ((Uᴴ *ᵥ x) i) := by
  obtain ⟨U, hU, h⟩ : ∃ U : Matrix n n ℂ, U * Uᴴ = 1 ∧
      A = U * diagonal (fun i => (hA.eigenvalues i : ℂ)) * Uᴴ := by
    refine ⟨hA.eigenvectorUnitary, mem_unitaryGroup_iff.mp hA.eigenvectorUnitary.2, ?_⟩
    have h := hA.spectral_theorem
    rw [Unitary.conjStarAlgAut_apply] at h
    exact h
  refine ⟨U, hU, fun x t => ?_⟩
  have h1 : star x ⬝ᵥ (A *ᵥ x) = star (Uᴴ *ᵥ x) ⬝ᵥ
      (diagonal (fun i => (hA.eigenvalues i : ℂ)) *ᵥ (Uᴴ *ᵥ x)) := by
    rw [← adj U, mulVec_mulVec, mulVec_mulVec, ← h]
  have h2 : star x ⬝ᵥ x = star (Uᴴ *ᵥ x) ⬝ᵥ (Uᴴ *ᵥ x) := by
    rw [← adj U, mulVec_mulVec, hU, one_mulVec]
  unfold expVal sqNorm
  rw [h1, h2]
  simp only [dotProduct, mulVec_diagonal, Pi.star_apply, Complex.re_sum, Finset.mul_sum,
    ← Finset.sum_sub_distrib]
  refine Finset.sum_congr rfl fun i _ => ?_
  generalize (Uᴴ *ᵥ x) i = z
  simp only [Complex.star_def, Complex.mul_re, Complex.mul_im, Complex.conj_re,
    Complex.conj_im, Complex.ofReal_re, Complex.ofReal_im, Complex.normSq_apply]
  ring
```

Q: How do you compare spectra of matrices of different sizes?

A: Suppose T sends every x with ⟨x, Ax⟩ on a chosen side of t‖x‖² to a vector y = Tx with ⟨y, Cy⟩ on a chosen side of s‖y‖². Let p be the number of eigenvalues of A on the chosen side of t, q the number of eigenvalues of C on the chosen side of s, and N the dimension of the first space. Record the N − p unwanted amplitudes of x and the q wanted amplitudes of Tx. If all vanish and x ≠ 0, then ⟨x, Ax⟩ is on the chosen side of t‖x‖², but ⟨y, Cy⟩ is not on the chosen side of s‖y‖², a contradiction. The recording map is therefore injective, and

N ≤ (N − p) + q,  hence p ≤ q.

In `count_le` the signs `σ` and `τ` select the sides.

```lean
/-- Comparison of spectra: if `T` carries every `x` with `⟨x, A x⟩` on a chosen side of `t‖x‖²` to a
vector `y` with `⟨y, C y⟩` on a chosen side of `s‖y‖²`, then `A` has at most as many eigenvalues on
its side of `t` as `C` has on its side of `s`. The signs of `σ` and `τ` choose the sides. -/
theorem count_le [DecidableEq k] {A : Matrix n n ℂ} {C : Matrix k k ℂ} (hA : A.IsHermitian)
    (hC : C.IsHermitian) (T : Matrix k n ℂ) (σ τ t s : ℝ)
    (h : ∀ x, 0 < σ * (expVal A x - t * sqNorm x) →
      0 < τ * (expVal C (T *ᵥ x) - s * sqNorm (T *ᵥ x))) :
    Fintype.card {i // 0 < σ * (hA.eigenvalues i - t)} ≤
      Fintype.card {j // 0 < τ * (hC.eigenvalues j - s)} := by
  obtain ⟨U, hU, fU⟩ := modes hA
  obtain ⟨V, -, fV⟩ := modes hC
  -- record the unwanted amplitudes of `x` and the wanted amplitudes of `T x`
  let L : (n → ℂ) →ₗ[ℂ] ({i // ¬ 0 < σ * (hA.eigenvalues i - t)} → ℂ) ×
      ({j // 0 < τ * (hC.eigenvalues j - s)} → ℂ) :=
    ((LinearMap.funLeft ℂ ℂ Subtype.val).comp (Uᴴ).mulVecLin).prod
      ((LinearMap.funLeft ℂ ℂ Subtype.val).comp (Vᴴ * T).mulVecLin)
  have hL : Function.Injective L := by
    rw [← LinearMap.ker_eq_bot, LinearMap.ker_eq_bot']
    intro x hx
    have h1 : ∀ i, ¬ 0 < σ * (hA.eigenvalues i - t) → (Uᴴ *ᵥ x) i = 0 :=
      fun i hi => congrFun (congrArg Prod.fst hx) ⟨i, hi⟩
    have h2 : ∀ j, 0 < τ * (hC.eigenvalues j - s) → (Vᴴ *ᵥ (T *ᵥ x)) j = 0 := fun j hj => by
      rw [mulVec_mulVec]
      exact congrFun (congrArg Prod.snd hx) ⟨j, hj⟩
    by_contra hne
    have hc : ∃ i, (Uᴴ *ᵥ x) i ≠ 0 := by
      by_contra! hall
      have hz : Uᴴ *ᵥ x = 0 := funext hall
      apply hne
      calc x = U *ᵥ (Uᴴ *ᵥ x) := by rw [mulVec_mulVec, hU, one_mulVec]
        _ = 0 := by rw [hz, mulVec_zero]
    obtain ⟨a, ha⟩ := hc
    have hpos := h x (by
      rw [fU, Finset.mul_sum]
      refine Finset.sum_pos' (fun i _ => ?_) ⟨a, Finset.mem_univ _, ?_⟩
      · by_cases hi : 0 < σ * (hA.eigenvalues i - t)
        · rw [← mul_assoc]
          exact mul_nonneg hi.le (Complex.normSq_nonneg _)
        · simp [h1 i hi]
      · rw [← mul_assoc]
        exact mul_pos (by_contra fun hi => ha (h1 a hi)) (Complex.normSq_pos.mpr ha))
    rw [fV, Finset.mul_sum] at hpos
    refine absurd hpos (not_lt_of_ge (Finset.sum_nonpos fun j _ => ?_))
    by_cases hj : 0 < τ * (hC.eigenvalues j - s)
    · simp [h2 j hj]
    · rw [← mul_assoc]
      exact mul_nonpos_of_nonpos_of_nonneg (not_lt.mp hj) (Complex.normSq_nonneg _)
  have hd := LinearMap.finrank_le_finrank_of_injective hL
  simp only [Module.finrank_prod, Module.finrank_fintype_fun_eq_card] at hd
  rw [Fintype.card_subtype_compl] at hd
  have hp : Fintype.card {i // 0 < σ * (hA.eigenvalues i - t)} ≤ Fintype.card n :=
    Fintype.card_subtype_le _
  omega
```

Q: Which T takes a low-energy state to a large expectation value of K?

A: B itself. First,

⟨x, (H0 − g B*B − E)x⟩ = ⟨x, Sx⟩ − g‖Bx‖².

This is `form_ham`. Now set y = Bx and w = S⁻¹B*y. Then Sw = B*y and Bw = Ky, which is `resolvent`, so

⟨x, Sw⟩ = ‖y‖²,  ⟨w, Sw⟩ = ⟨y, Ky⟩.

Positivity of S on x − gw gives

0 ≤ ⟨x, Sx⟩ − 2g‖y‖² + g²⟨y, Ky⟩.

If ⟨x, Sx⟩ < g‖y‖², then g²⟨y, Ky⟩ > g‖y‖², so ⟨y, Ky⟩ > ‖y‖²/g.

```lean
private lemma ham_split (H0 : Matrix n n ℂ) (B : Matrix k n ℂ) (g E : ℝ) (x : n → ℂ) :
    ham H0 B g *ᵥ x - (E : ℂ) • x =
      shifted H0 E *ᵥ x - (g : ℂ) • (Bᴴ *ᵥ (B *ᵥ x)) := by
  simp only [ham, shifted, sub_mulVec, smul_mulVec, one_mulVec, mulVec_mulVec]
  abel

private lemma form_ham (H0 : Matrix n n ℂ) (B : Matrix k n ℂ) (g E : ℝ) (x : n → ℂ) :
    expVal (ham H0 B g) x - E * sqNorm x =
      expVal (shifted H0 E) x - g * sqNorm (B *ᵥ x) := by
  have h := congrArg (fun v => (star x ⬝ᵥ v).re) (ham_split H0 B g E x)
  simp only [dotProduct_sub, dotProduct_smul, smul_eq_mul, Complex.sub_re,
    Complex.re_ofReal_mul] at h
  rw [adj Bᴴ x, conjTranspose_conjTranspose] at h
  exact h

variable {H0 : Matrix n n ℂ} {E : ℝ}

private lemma resolvent (hE : (shifted H0 E).PosDef) (B : Matrix k n ℂ) (y : k → ℂ) :
    shifted H0 E *ᵥ (((shifted H0 E)⁻¹ * Bᴴ) *ᵥ y) = Bᴴ *ᵥ y ∧
      B *ᵥ (((shifted H0 E)⁻¹ * Bᴴ) *ᵥ y) = bsOp H0 B E *ᵥ y := by
  constructor
  · rw [mulVec_mulVec, ← Matrix.mul_assoc,
      mul_nonsing_inv _ ((isUnit_iff_isUnit_det _).mp hE.isUnit), Matrix.one_mul]
  · simp only [bsOp, mulVec_mulVec, Matrix.mul_assoc]

/-- A lower bound on the form of `K` at `B x`, in terms of the form of `H0 - E` at `x`. -/
theorem form_forward (hE : (shifted H0 E).PosDef) (B : Matrix k n ℂ) (g : ℝ) (x : n → ℂ) :
    0 ≤ expVal (shifted H0 E) x - 2 * g * sqNorm (B *ᵥ x)
      + g ^ 2 * expVal (bsOp H0 B E) (B *ᵥ x) := by
  generalize hy : B *ᵥ x = y
  obtain ⟨w, h1, h2⟩ : ∃ w, shifted H0 E *ᵥ w = Bᴴ *ᵥ y ∧ B *ᵥ w = bsOp H0 B E *ᵥ y :=
    ⟨_, resolvent hE B y⟩
  have a : star x ⬝ᵥ (shifted H0 E *ᵥ w) = star y ⬝ᵥ y := by
    rw [h1, adj Bᴴ x y, conjTranspose_conjTranspose, hy]
  have b : star w ⬝ᵥ (shifted H0 E *ᵥ x) = star y ⬝ᵥ y := by
    rw [adj (shifted H0 E) w x, hE.isHermitian.eq, h1, ← adj B y x, hy]
  have c : star w ⬝ᵥ (shifted H0 E *ᵥ w) = star y ⬝ᵥ (bsOp H0 B E *ᵥ y) := by
    rw [adj (shifted H0 E) w w, hE.isHermitian.eq, h1, ← adj B y w, h2]
  -- positivity of `H0 - E` on the trial vector `x - g w`
  have hz := (Complex.le_def.mp
    (hE.posSemidef.dotProduct_mulVec_nonneg (x - (g : ℂ) • w))).1
  simp only [mulVec_sub, mulVec_smul, star_sub, star_smul, sub_dotProduct, dotProduct_sub,
    smul_dotProduct, dotProduct_smul, a, b, c, smul_eq_mul, Complex.star_def,
    Complex.conj_ofReal, Complex.sub_re, Complex.re_ofReal_mul, Complex.zero_re] at hz
  unfold expVal sqNorm
  linarith
```

Q: And back again?

A: Use T = S⁻¹B*. Start from any y with ⟨y, Ky⟩ > ‖y‖²/g and put w = Ty. Since Bw = Ky,

0 ≤ ‖gKy − y‖² = g²‖Bw‖² − 2g⟨y, Ky⟩ + ‖y‖².

As ‖y‖² < g⟨y, Ky⟩, this yields g‖Bw‖² > ⟨y, Ky⟩ = ⟨w, Sw⟩. The form of H0 − g B*B − E is negative at w.

```lean
/-- For `w = (H0 - E)⁻¹ B* y`, the form of `H0 - E` at `w` is that of `K` at `y`, and the
squared norm of `B w` is bounded below. -/
theorem form_backward (hH : H0.IsHermitian) (hE : (shifted H0 E).PosDef)
    (B : Matrix k n ℂ) (g : ℝ) (y : k → ℂ) :
    expVal (shifted H0 E) (((shifted H0 E)⁻¹ * Bᴴ) *ᵥ y) = expVal (bsOp H0 B E) y ∧
      0 ≤ g ^ 2 * sqNorm (B *ᵥ (((shifted H0 E)⁻¹ * Bᴴ) *ᵥ y))
        - 2 * g * expVal (bsOp H0 B E) y + sqNorm y := by
  obtain ⟨h1, h2⟩ := resolvent hE B y
  generalize ((shifted H0 E)⁻¹ * Bᴴ) *ᵥ y = w at h1 h2 ⊢
  constructor
  · unfold expVal
    rw [adj (shifted H0 E) w w, hE.isHermitian.eq, h1, ← adj B y w, h2]
  · have hc : star (bsOp H0 B E *ᵥ y) ⬝ᵥ y = star y ⬝ᵥ (bsOp H0 B E *ᵥ y) := by
      rw [adj (bsOp H0 B E) y y, (bsOp_herm hH B E).eq]
    -- the squared norm of `g K y - y` is non-negative
    have hz := (Complex.le_def.mp
      (dotProduct_star_self_nonneg ((g : ℂ) • (bsOp H0 B E *ᵥ y) - y))).1
    simp only [star_sub, star_smul, sub_dotProduct, dotProduct_sub, smul_dotProduct,
      dotProduct_smul, hc, smul_eq_mul, Complex.star_def, Complex.conj_ofReal,
      Complex.sub_re, Complex.re_ofReal_mul, Complex.zero_re] at hz
    rw [h2]
    unfold expVal sqNorm
    linarith
```

The main proof applies `count_le` in both directions, as `e1` and `e2`, and joins the inequalities by `le_antisymm`. Positive definiteness of S is assumed here and in every theorem below.

```lean
/-- Birman-Schwinger count: the number of eigenvalues of `H0 - g B*B` below `E` equals the
number of eigenvalues of `K` above `1/g`, with multiplicity. -/
theorem birman_schwinger_count [DecidableEq k] (hH : H0.IsHermitian) (hE : (shifted H0 E).PosDef)
    (B : Matrix k n ℂ) {g : ℝ} (hg : 0 < g) :
    Fintype.card {i // (ham_herm hH B g).eigenvalues i < E} =
      Fintype.card {j // 1 / g < (bsOp_herm hH B E).eigenvalues j} := by
  have scale : ∀ a b : ℝ, 1 * (a - 1 / g * b) = (g * a - b) / g := fun a b => by
    field_simp
  have e1 := count_le (ham_herm hH B g) (bsOp_herm hH B E) B (-1) 1 E (1 / g) (by
    intro x hx
    rw [form_ham] at hx
    have f := form_forward hE B g x
    rw [scale]
    exact div_pos (pos_of_mul_pos_right (by linarith :
      0 < g * (g * expVal (bsOp H0 B E) (B *ᵥ x) - sqNorm (B *ᵥ x))) hg.le) hg)
  have e2 := count_le (bsOp_herm hH B E) (ham_herm hH B g) ((shifted H0 E)⁻¹ * Bᴴ)
    1 (-1) (1 / g) E (by
    intro y hy
    obtain ⟨f1, f2⟩ := form_backward hH hE B g y
    rw [scale] at hy
    have hy' := mul_pos hy hg
    rw [div_mul_cancel₀ _ hg.ne'] at hy'
    rw [form_ham, f1]
    have := pos_of_mul_pos_right (by linarith : 0 < g * (g * sqNorm
      (B *ᵥ (((shifted H0 E)⁻¹ * Bᴴ) *ᵥ y)) - expVal (bsOp H0 B E) y)) hg.le
    linarith)
  have p : ∀ a : ℝ, a < E ↔ 0 < -1 * (a - E) := fun a => by constructor <;> intro <;> linarith
  have q : ∀ a : ℝ, 0 < 1 * (a - 1 / g) ↔ 1 / g < a := fun a => by rw [one_mul, sub_pos]
  exact (Fintype.card_congr (Equiv.subtypeEquivRight fun i => p _)).trans
    ((le_antisymm e1 e2).trans (Fintype.card_congr (Equiv.subtypeEquivRight fun j => q _)))
```

Q: Show me numbers.

A: Take H0 = diag(1, 2), E = 0 and B = (1 1). Then K = 1 + 1/2 = 3/2. At g = 1 the Hamiltonian has rows (0, −1) and (−1, 1), with eigenvalues (1 ± √5)/2. One is below 0, and one eigenvalue of K exceeds 1.

```lean
/-- At unit coupling, the number of eigenvalues of `H0 - B*B` below `E` equals the number of
eigenvalues of `K` above one. -/
theorem count_unit_coupling [DecidableEq k] (hH : H0.IsHermitian) (hE : (shifted H0 E).PosDef)
    (B : Matrix k n ℂ) (hB : (H0 - Bᴴ * B).IsHermitian) :
    Fintype.card {i // hB.eigenvalues i < E} =
      Fintype.card {j // 1 < (bsOp_herm hH B E).eigenvalues j} := by
  have key : ∀ (M : Matrix n n ℂ) (hM : M.IsHermitian), M = ham H0 B 1 →
      Fintype.card {i // hM.eigenvalues i < E} =
        Fintype.card {j // 1 < (bsOp_herm hH B E).eigenvalues j} := by
    intro M hM e
    subst e
    have h := birman_schwinger_count hH hE B one_pos
    rw [div_one] at h
    exact h
  exact key _ hB (by simp [ham])
```

Q: What happens as g grows?

A: The threshold 1/g falls, so no eigenvalue of K is lost from the count, and the number of levels below E cannot decrease.

```lean
/-- The number of levels below `E` does not decrease when the attraction is strengthened. -/
theorem count_mono_coupling [DecidableEq k] (hH : H0.IsHermitian) (hE : (shifted H0 E).PosDef)
    (B : Matrix k n ℂ) {g g' : ℝ} (hg : 0 < g) (hgg : g ≤ g') :
    Fintype.card {i // (ham_herm hH B g).eigenvalues i < E} ≤
      Fintype.card {i // (ham_herm hH B g').eigenvalues i < E} := by
  rw [birman_schwinger_count hH hE B hg, birman_schwinger_count hH hE B (hg.trans_le hgg)]
  have h : ∀ j, 1 / g < (bsOp_herm hH B E).eigenvalues j →
      1 / g' < (bsOp_herm hH B E).eigenvalues j :=
    fun j hj => (one_div_le_one_div_of_le hg hgg).trans_lt hj
  refine Fintype.card_le_of_injective (fun j => ⟨j.1, h j.1 j.2⟩) fun a b hab => ?_
  have hval := Subtype.ext_iff.mp hab
  exact Subtype.ext hval
```

Q: And a level exactly at E?

A: It is in neither strict count. If (H0 − g B*B)ψ = Eψ, then Sψ = g B*Bψ, so ψ = g S⁻¹B*Bψ. With φ = Bψ this gives gKφ = φ, and φ ≠ 0 because otherwise ψ = 0. Conversely, given such a φ ≠ 0, set ψ = S⁻¹B*φ. Then gBψ = gKφ = φ, so ψ ≠ 0 and Sψ = B*φ = g B*Bψ. In the example this happens at g = 2/3, where the eigenvalues are 0 and 5/3.

```lean
/-- `E` is an eigenvalue of `H0 - g B*B` exactly when `g K φ = φ` has a non-zero solution. -/
theorem level_at_E_iff (hE : (shifted H0 E).PosDef) (B : Matrix k n ℂ) (g : ℝ) :
    (∃ ψ, ψ ≠ 0 ∧ ham H0 B g *ᵥ ψ = (E : ℂ) • ψ) ↔
      ∃ φ, φ ≠ 0 ∧ (g : ℂ) • (bsOp H0 B E *ᵥ φ) = φ := by
  constructor
  · rintro ⟨ψ, h0, h⟩
    have hs := ham_split H0 B g E ψ
    rw [h, sub_self] at hs
    have hs' := sub_eq_zero.mp hs.symm
    -- solve for the state with the resolvent
    have hψ : ψ = (g : ℂ) • (((shifted H0 E)⁻¹ * Bᴴ) *ᵥ (B *ᵥ ψ)) := by
      rw [← mulVec_mulVec, ← mulVec_smul, ← hs', mulVec_mulVec,
        nonsing_inv_mul _ ((isUnit_iff_isUnit_det _).mp hE.isUnit), one_mulVec]
    refine ⟨B *ᵥ ψ, fun hB => h0 ?_, ?_⟩
    · rw [hψ, hB, mulVec_zero, smul_zero]
    · rw [← (resolvent hE B (B *ᵥ ψ)).2, ← mulVec_smul, ← hψ]
  · rintro ⟨φ, h0, h⟩
    obtain ⟨h1, h2⟩ := resolvent hE B φ
    refine ⟨((shifted H0 E)⁻¹ * Bᴴ) *ᵥ φ, fun hw => h0 ?_, ?_⟩
    · rw [← h, ← h2, hw, mulVec_zero, smul_zero]
    · apply sub_eq_zero.mp
      rw [ham_split, h1, h2, ← mulVec_smul, h, sub_self]

end BirmanSchwingerCount
```

Q: Where would I use it?

A: In a one-particle model with a finite orthonormal basis and a site-diagonal attraction on a few sites. Keep only the non-zero rows of B = √|V|, which leaves B*B unchanged. K then has one row per attractive site, and this small matrix tells you how many levels lie below E, provided that E is below every level of H0.

```lean
#print axioms BirmanSchwingerCount.birman_schwinger_count
-- 'BirmanSchwingerCount.birman_schwinger_count' depends on axioms: [propext, Classical.choice, Quot.sound]
#print axioms BirmanSchwingerCount.count_unit_coupling
-- 'BirmanSchwingerCount.count_unit_coupling' depends on axioms: [propext, Classical.choice, Quot.sound]
#print axioms BirmanSchwingerCount.count_mono_coupling
-- 'BirmanSchwingerCount.count_mono_coupling' depends on axioms: [propext, Classical.choice, Quot.sound]
#print axioms BirmanSchwingerCount.level_at_E_iff
-- 'BirmanSchwingerCount.level_at_E_iff' depends on axioms: [propext, Classical.choice, Quot.sound]
```
